# For \(U\neq0\), second-order hopping in the Hubbard dimer gives \((4t^2/U)(\mathbf S_1\cdot\mathbf S_2-\tfrac14)\) on the antiparallel-spin states with one electron per site

Q: Which states do you keep, and where do the hopping signs come from?

A: Two electrons on two sites, one orbital each, with total \(S_z=0\). Numbered from 0 as in Lean, the basis is

\[
|0\rangle=c^\dagger_{1\uparrow}c^\dagger_{2\downarrow}|\mathrm{vac}\rangle,\quad
|1\rangle=c^\dagger_{1\downarrow}c^\dagger_{2\uparrow}|\mathrm{vac}\rangle,\quad
|2\rangle=c^\dagger_{1\uparrow}c^\dagger_{1\downarrow}|\mathrm{vac}\rangle,\quad
|3\rangle=c^\dagger_{2\uparrow}c^\dagger_{2\downarrow}|\mathrm{vac}\rangle .
\]

The real number \(U\) is the energy cost of double occupation, and the real number \(t\) is the hopping amplitude, in \(-t\sum_\sigma(c^\dagger_{1\sigma}c_{2\sigma}+\text{h.c.})\). Hopping from \(|0\rangle\) gives \(-t\) to each ionic state. From \(|1\rangle\) the creation operators arrive in the opposite order, so the sign is \(+t\). The file takes the resulting matrices as its definitions; it contains no fermion operators. \(P\) projects on the covalent states 0 and 1, \(Q\) on the ionic states 2 and 3.

```lean
import Mathlib

open Matrix
open scoped Kronecker

namespace HubbardDimer

noncomputable section

/-- On-site interaction in the basis up-down, down-up, pair on site 1, pair on site 2. -/
def H0 (U : ℝ) : Matrix (Fin 4) (Fin 4) ℂ := diagonal ![0, 0, (U : ℂ), (U : ℂ)]

/-- Hopping: each ionic state is coupled by `-t` to up-down and by `t` to down-up. -/
def V (t : ℝ) : Matrix (Fin 4) (Fin 4) ℂ :=
  !![0, 0, -(t : ℂ), -(t : ℂ); 0, 0, (t : ℂ), (t : ℂ);
    -(t : ℂ), (t : ℂ), 0, 0; -(t : ℂ), (t : ℂ), 0, 0]

/-- Projector on the two covalent states. -/
def P : Matrix (Fin 4) (Fin 4) ℂ := diagonal ![1, 1, 0, 0]

/-- Projector on the two ionic states. -/
def Q : Matrix (Fin 4) (Fin 4) ℂ := diagonal ![0, 0, 1, 1]
```

Q: Is \(\mathbf S_1\cdot\mathbf S_2\) a real spin operator, or a 2×2 matrix chosen to fit?

A: It is built from spin-1/2 matrices (\(\hbar=1\)) on the full four-dimensional two-spin space, where index 0 is up and 1 is down. Only afterwards does `onPair` take its block on up-down and down-up and put zeros on the ionic states.

```lean
/-- Spin-1/2 matrix for the x component. -/
def Sx : Matrix (Fin 2) (Fin 2) ℂ := !![0, 1 / 2; 1 / 2, 0]

/-- Spin-1/2 matrix for the y component. -/
def Sy : Matrix (Fin 2) (Fin 2) ℂ := !![0, -Complex.I / 2; Complex.I / 2, 0]

/-- Spin-1/2 matrix for the z component. -/
def Sz : Matrix (Fin 2) (Fin 2) ℂ := !![1 / 2, 0; 0, -1 / 2]

/-- The scalar product `S1·S2` of two spins 1/2 on their product space. -/
def spinDot : Matrix (Fin 2 × Fin 2) (Fin 2 × Fin 2) ℂ :=
  Sx ⊗ₖ Sx + Sy ⊗ₖ Sy + Sz ⊗ₖ Sz

/-- The operator that exchanges the two spins. -/
def spinSwap : Matrix (Fin 2 × Fin 2) (Fin 2 × Fin 2) ℂ :=
  Matrix.of fun a b => if a.1 = b.2 ∧ a.2 = b.1 then 1 else 0

/-- The block of a two-spin operator on up-down and down-up, placed on the covalent
states of the dimer and extended by zero to the ionic states. -/
def onPair (A : Matrix (Fin 2 × Fin 2) (Fin 2 × Fin 2) ℂ) : Matrix (Fin 4) (Fin 4) ℂ :=
  !![A (0, 1) (0, 1), A (0, 1) (1, 0), 0, 0;
    A (1, 0) (0, 1), A (1, 0) (1, 0), 0, 0;
    0, 0, 0, 0; 0, 0, 0, 0]
```

Three more definitions serve the perturbation theory: an explicit resolvent, the generator built from it, and a closed-form energy for comparison.

```lean
/-- The reduced resolvent at reference energy zero, for `U ≠ 0`. -/
def resolvent (U : ℝ) : Matrix (Fin 4) (Fin 4) ℂ :=
  diagonal ![0, 0, -(U : ℂ)⁻¹, -(U : ℂ)⁻¹]

/-- The Schrieffer-Wolff generator `PVR - RVP`, for `U ≠ 0`. -/
def generator (t U : ℝ) : Matrix (Fin 4) (Fin 4) ℂ :=
  P * V t * resolvent U - resolvent U * V t * P

/-- The lower root `(U - √(U² + 16t²))/2` of the singlet secular equation. -/
def singletEnergy (t U : ℝ) : ℝ := (U - √(U ^ 2 + 16 * t ^ 2)) / 2
```

Q: Show me the spin algebra first.

A: On antiparallel spins, \(S_zS_z\) gives \(-\tfrac14\), while \(S_xS_x\) and \(S_yS_y\) each exchange the spins with weight \(\tfrac14\). On parallel spins, \(S_zS_z\) gives \(+\tfrac14\) and the two double flips cancel. With \(X\) the exchange operator, both cases read

\[
\mathbf S_1\cdot\mathbf S_2=\tfrac12X-\tfrac14 .
\]

Lean checks all sixteen matrix elements: `fin_cases` lists them, and `Complex.I_sq` handles the products of \(S_y\).

```lean
/-- Exchange identity: `S1·S2` is half the spin exchange operator minus one quarter. -/
theorem spinDot_eq_swap : spinDot = (1 / 2 : ℂ) • spinSwap - (1 / 4 : ℂ) • 1 := by
  ext ⟨a, b⟩ ⟨c, d⟩
  fin_cases a <;> fin_cases b <;> fin_cases c <;> fin_cases d <;>
    simp [spinDot, spinSwap, Sx, Sy, Sz] <;>
    ring_nf <;> norm_num [Complex.I_sq]
```

Q: And the resolvent? You could hide a division by zero there.

A: With \(H_0\) the interaction and \(V\) the hopping, the second-order effective Hamiltonian on the covalent states is \(PVRVP\). The theorems that compute it accept any matrix \(R\) with \((0-H_0)R=Q\), written `-H0 U * R = Q`. The reference energy is zero, that of the covalent states. At \(U=0\) the left side vanishes and \(Q\) does not, so the hypothesis itself excludes that case. For every \(U\neq0\) a solution exists:

```lean
/-- For `U ≠ 0` the explicit matrix `resolvent U` vanishes on the covalent states and
inverts `0 - H0` on the ionic states. -/
theorem resolvent_witness {U : ℝ} (hU : U ≠ 0) :
    P * resolvent U = 0 ∧ -H0 U * resolvent U = Q := by
  constructor <;> ext i j <;> fin_cases i <;> fin_cases j <;>
    simp [P, Q, H0, resolvent, hU]
```

Q: But your equation leaves the covalent rows of \(R\) undetermined.

A: They never enter, because \(V\) connects covalent states only to ionic ones. For \(a,b\in\{2,3\}\) the equation says \(-U R_{ab}=\delta_{ab}\), so \(R_{22}=R_{33}=-1/U\) and \(R_{23}=R_{32}=0\). For \(i,j\in\{0,1\}\),

\[
(PVRVP)_{ij}=-\frac1U\sum_{a=2,3}V_{ia}V_{aj},
\]

which is \(-2t^2/U\) on the diagonal and \(+2t^2/U\) off it. In the proof, `h22` to `h33` are the four entries of the resolvent equation, `r22` to `r32` solve them, and the last lines perform the sum.

```lean
/-- If `R` inverts `0 - H0` on the ionic states, `PVRVP` has diagonal elements `-2t²/U`
and off-diagonal elements `2t²/U` on the covalent pair, and vanishes elsewhere. -/
theorem secondOrder_matrix (t U : ℝ) (R : Matrix (Fin 4) (Fin 4) ℂ)
    (hR : -H0 U * R = Q) :
    P * V t * R * V t * P = (2 * (t : ℂ) ^ 2 / U) •
      !![-1, 1, 0, 0; 1, -1, 0, 0; 0, 0, 0, 0; 0, 0, 0, 0] := by
  -- the ionic block of R follows from the resolvent equation
  have h22 : -(U : ℂ) * R 2 2 = 1 := by
    simpa [H0, Q, Matrix.diagonal_apply] using congrFun (congrFun hR 2) 2
  have h23 : -(U : ℂ) * R 2 3 = 0 := by
    simpa [H0, Q, Matrix.diagonal_apply] using congrFun (congrFun hR 2) 3
  have h32 : -(U : ℂ) * R 3 2 = 0 := by
    simpa [H0, Q, Matrix.diagonal_apply] using congrFun (congrFun hR 3) 2
  have h33 : -(U : ℂ) * R 3 3 = 1 := by
    simpa [H0, Q, Matrix.diagonal_apply] using congrFun (congrFun hR 3) 3
  have hU : (U : ℂ) ≠ 0 := by
    intro h
    rw [h] at h22
    simp at h22
  have r22 : R 2 2 = -1 / U := by
    rw [eq_div_iff hU]
    linear_combination -h22
  have r33 : R 3 3 = -1 / U := by
    rw [eq_div_iff hU]
    linear_combination -h33
  have r23 : R 2 3 = 0 := (mul_eq_zero.mp h23).resolve_left (neg_ne_zero.mpr hU)
  have r32 : R 3 2 = 0 := (mul_eq_zero.mp h32).resolve_left (neg_ne_zero.mpr hU)
  -- sum over the two ionic intermediate states
  ext i j
  fin_cases i <;> fin_cases j <;>
    simp [P, V, Matrix.mul_apply, Fin.sum_univ_four, Matrix.diagonal_apply,
      r22, r23, r32, r33] <;> ring
```

Q: Now connect the two.

A: On the covalent pair, \(\mathbf S_1\cdot\mathbf S_2-\tfrac14=\tfrac12(X-1)\) has the matrix \(\tfrac12\begin{pmatrix}-1&1\\1&-1\end{pmatrix}\). Multiplying by \(4t^2/U\) gives the matrix just found. The step `hS` is this spin matrix, and the rest compares prefactors.

```lean
/-- Superexchange: if `R` inverts `0 - H0` on the ionic states, then `PVRVP` equals
`(4t²/U)(S1·S2 - 1/4)` on the covalent pair. -/
theorem superexchange (t U : ℝ) (R : Matrix (Fin 4) (Fin 4) ℂ) (hR : -H0 U * R = Q) :
    P * V t * R * V t * P =
      (4 * (t : ℂ) ^ 2 / U) • onPair (spinDot - (1 / 4 : ℂ) • 1) := by
  have hS : onPair (spinDot - (1 / 4 : ℂ) • 1) = (1 / 2 : ℂ) •
      !![-1, 1, 0, 0; 1, -1, 0, 0; 0, 0, 0, 0; 0, 0, 0, 0] := by
    rw [spinDot_eq_swap]
    ext i j
    fin_cases i <;> fin_cases j <;>
      simp [onPair, spinSwap] <;> ring
  rw [secondOrder_matrix t U R hR, hS, smul_smul]
  congr 1
  ring
```

The normalised triplet \((1,1,0,0)/\sqrt2\) then has eigenvalue 0, and the singlet \((1,-1,0,0)/\sqrt2\) has \(-4t^2/U\). Lean uses the vectors without \(1/\sqrt2\) and multiplies them out by components.

```lean
/-- If `R` inverts `0 - H0` on the ionic states, `PVRVP` has eigenvalue 0 on the triplet
combination and `-4t²/U` on the singlet combination of up-down and down-up. -/
theorem triplet_singlet (t U : ℝ) (R : Matrix (Fin 4) (Fin 4) ℂ) (hR : -H0 U * R = Q) :
    (P * V t * R * V t * P) *ᵥ ![1, 1, 0, 0] = (0 : ℂ) • ![1, 1, 0, 0] ∧
    (P * V t * R * V t * P) *ᵥ ![1, -1, 0, 0] =
      (-4 * (t : ℂ) ^ 2 / U) • ![1, -1, 0, 0] := by
  rw [secondOrder_matrix t U R hR]
  constructor <;> ext i <;> fin_cases i <;>
    simp [Matrix.mulVec, dotProduct, Fin.sum_univ_four] <;> ring
```

This is how a spin Hamiltonian with antiferromagnetic coupling \(4t^2/U\) for \(U>0\) emerges from an electronic one, here for two sites with one orbital each. For \(U<0\) the identity still holds, but the covalent states are no longer the low-energy ones.

Q: Where is the Schrieffer-Wolff transformation in this?

A: In its generator \(S=PVR-RVP\), with \(R\) now the explicit resolvent. It satisfies \(PR=RP=0\) and \(H_0R=RH_0=-Q\), and \(H_0P=PH_0=0\). Hence

\[
[S,H_0]=-PVQ-QVP=-V .
\]

Also \(PS=PVR\) and \(SP=-RVP\), so

\[
\tfrac12P[S,V]P=\tfrac12(PVRVP+PVRVP)=PVRVP .
\]

The first equation, \([S,H_0]=-V\), removes \(V\) at first order from \(e^{S}(H_0+V)e^{-S}\) and leaves \(\tfrac12[S,V]\) at second order. The second identifies the covalent block of that term. The theorem concerns the two commutators; the exponential and its higher orders are not treated. Lean writes \(S\) as an explicit matrix and compares entries.

```lean
/-- For `U ≠ 0` the generator `S` removes the hopping at first order, `[S, H0] = -V`, and
the covalent block of `[S, V]/2` is `PVRVP`. -/
theorem schriefferWolff (t : ℝ) {U : ℝ} (hU : U ≠ 0) :
    generator t U * H0 U - H0 U * generator t U = -V t ∧
    P * ((1 / 2 : ℂ) • (generator t U * V t - V t * generator t U)) * P =
      P * V t * resolvent U * V t * P := by
  have hS : generator t U = ((t : ℂ) / U) •
      !![0, 0, 1, 1; 0, 0, -1, -1; -1, 1, 0, 0; -1, 1, 0, 0] := by
    ext i j
    fin_cases i <;> fin_cases j <;>
      simp [generator, P, V, resolvent] <;> ring
  rw [secondOrder_matrix t U _ (resolvent_witness hU).2, hS]
  constructor
  · ext i j
    have hU' : (U : ℂ) ≠ 0 := by exact_mod_cast hU
    fin_cases i <;> fin_cases j <;>
      simp [H0, V, Matrix.vecMul_diagonal, hU] <;> field_simp
  · ext i j
    fin_cases i <;> fin_cases j <;>
      simp [P, V, Matrix.mul_apply, Matrix.diagonal_apply] <;> ring
```

Q: How far is the second-order energy from the true one?

A: Take \(U>0\) and try \((a,-a,b,b)\) in \((H_0+V)v=Ev\). The rows give \(-2tb=Ea\) and \((U-E)b=2ta\). Choosing \(a=U-E\) and \(b=2t\) satisfies the second equation and turns the first into \(E^2=UE+4t^2\). Its lower root is

\[
E=\frac{U-\sqrt{U^2+16t^2}}2\le0 .
\]

```lean
/-- The energy `E = singletEnergy t U` solves the secular equation `E² = UE + 4t²`. -/
theorem singletEnergy_sq (t U : ℝ) :
    singletEnergy t U ^ 2 = U * singletEnergy t U + 4 * t ^ 2 := by
  have h := Real.sq_sqrt (show 0 ≤ U ^ 2 + 16 * t ^ 2 by positivity)
  unfold singletEnergy
  linear_combination h / 4

/-- For `U > 0` the energy `singletEnergy t U` is not positive. -/
theorem singletEnergy_nonpos (t : ℝ) {U : ℝ} (hU : 0 < U) : singletEnergy t U ≤ 0 := by
  have h : U ≤ √(U ^ 2 + 16 * t ^ 2) :=
    (Real.le_sqrt' hU).mpr (by nlinarith [sq_nonneg t])
  unfold singletEnergy
  linarith
```

Since \(E\le0<U\), the component \(U-E\) is positive and the vector is nonzero, even at \(t=0\). Normalised, it is \((U-E,-(U-E),2t,2t)/\sqrt{2(U-E)^2+8t^2}\). Lean verifies the eigenvalue equation row by row, with the secular equation `hE` closing the first two rows.

```lean
/-- For `U > 0` the full Hamiltonian `H0 + V` has the eigenvalue `E = singletEnergy t U`,
with the nonzero eigenvector `(U - E, -(U - E), 2t, 2t)`. -/
theorem exact_singlet (t : ℝ) {U : ℝ} (hU : 0 < U) :
    let E : ℂ := (singletEnergy t U : ℂ)
    let v : Fin 4 → ℂ := ![U - E, -(U - E), 2 * t, 2 * t]
    v ≠ 0 ∧ (H0 U + V t) *ᵥ v = E • v := by
  intro E v
  have hE : E ^ 2 = U * E + 4 * (t : ℂ) ^ 2 := by
    change (singletEnergy t U : ℂ) ^ 2 =
      (U : ℂ) * (singletEnergy t U : ℂ) + 4 * (t : ℂ) ^ 2
    exact_mod_cast singletEnergy_sq t U
  constructor
  · intro h
    have h0 : (U : ℂ) - (singletEnergy t U : ℂ) = 0 := congrFun h 0
    have h1 : U - singletEnergy t U = 0 := by exact_mod_cast h0
    linarith [singletEnergy_nonpos t hU]
  · clear_value E
    ext i
    fin_cases i <;>
      simp [v, H0, V, Matrix.mulVec, dotProduct, Fin.sum_univ_four, Matrix.diagonal_apply]
    · linear_combination hE
    · linear_combination -hE
    · ring
    · ring
```

Dividing the secular equation by \(U\) gives

\[
E+\frac{4t^2}{U}=\frac{E^2}{U}\ge0 .
\]

So \(-4t^2/U\le E\le0\), hence \(E^2\le16t^4/U^2\), and the error is at most \(16t^4/U^3\). In the proof, `key` is the displayed equality and `hsq` is the bound on \(E^2\).

```lean
/-- For `U > 0` the second-order energy `-4t²/U` lies below `singletEnergy t U` or equals
it, and differs from it by at most `16t⁴/U³`. -/
theorem secondOrder_error (t : ℝ) {U : ℝ} (hU : 0 < U) :
    0 ≤ singletEnergy t U + 4 * t ^ 2 / U ∧
    singletEnergy t U + 4 * t ^ 2 / U ≤ 16 * t ^ 4 / U ^ 3 := by
  have hq := singletEnergy_sq t U
  have hn := singletEnergy_nonpos t hU
  -- the secular equation gives the error as E²/U
  have key : singletEnergy t U + 4 * t ^ 2 / U = singletEnergy t U ^ 2 / U := by
    rw [eq_div_iff hU.ne', add_mul, div_mul_cancel₀ _ hU.ne']
    linear_combination -hq
  have hpos : 0 ≤ singletEnergy t U + 4 * t ^ 2 / U := by
    rw [key]
    positivity
  have hb : 0 ≤ 4 * t ^ 2 / U := by positivity
  have hsq : singletEnergy t U ^ 2 ≤ (4 * t ^ 2 / U) ^ 2 :=
    sq_le_sq' (by linarith) (by linarith)
  refine ⟨hpos, ?_⟩
  calc singletEnergy t U + 4 * t ^ 2 / U = singletEnergy t U ^ 2 / U := key
    _ ≤ (4 * t ^ 2 / U) ^ 2 / U := div_le_div_of_nonneg_right hsq hU.le
    _ = 16 * t ^ 4 / U ^ 3 := by ring

end

end HubbardDimer
```

```lean
#print axioms HubbardDimer.superexchange
-- 'HubbardDimer.superexchange' depends on axioms: [propext, Classical.choice, Quot.sound]
#print axioms HubbardDimer.schriefferWolff
-- 'HubbardDimer.schriefferWolff' depends on axioms: [propext, Classical.choice, Quot.sound]
#print axioms HubbardDimer.exact_singlet
-- 'HubbardDimer.exact_singlet' depends on axioms: [propext, Classical.choice, Quot.sound]
#print axioms HubbardDimer.secondOrder_error
-- 'HubbardDimer.secondOrder_error' depends on axioms: [propext, Classical.choice, Quot.sound]
```

Q: So the second-order singlet energy is never too high?

A: For \(U>0\) in this dimer, yes: it lies at or below the exact eigenvalue \(E\). Relative to \(4t^2/U\), the error is at most \(4t^2/U^2\) when \(t\neq0\), so \(U/|t|\ge2/\sqrt{\varepsilon}\) is enough for a relative error of at most \(\varepsilon>0\).
